# The lowest nonzero multipole moment sets the small-G form factor of a charge on a segment

**Q:** In an ultrasoft pseudopotential calculation the augmentation charges vary too sharply near the nucleus for the plane-wave grid. Inside a small radius we therefore replace them by smoother functions with the same multipole moments, and we expect the long-wavelength Fourier components to survive to leading order. What statement supports that?

**A:** Here is its one-dimensional form. Let $f$ be an integrable complex charge density on $[-R,R]$, with moments and form factor

$$M_k=\int_{-R}^{R}x^k f(x)\,dx,\qquad F(G)=\int_{-R}^{R}e^{-iGx}f(x)\,dx .$$

If $M_k=0$ for all $k<L$, then, as real $G\to0$ through nonzero values,

$$\frac{F(G)}{G^L}\;\to\;\frac{(-i)^L}{L!}\,M_L .$$

The replacement of one density by another is handled by applying this to their difference.

**Q:** Derive it for me before you show any code.

**A:** Start with the exponential series cut off after $n$ terms. Since $(n+j)!\ge j!$,

$$\Big|e^z-\sum_{k<n}\frac{z^k}{k!}\Big|\le|z|^n\sum_{j\ge0}\frac{|z|^j}{(n+j)!}\le|z|^n e^{|z|}.$$

Put $z=-iGx$, use $|x|\le R$, multiply by $f(x)$ and integrate:

$$\Big|F(G)-\sum_{k<n}\frac{(-iG)^k}{k!}M_k\Big|\le(|G|R)^n e^{|G|R}\int_{-R}^{R}|f|\,dx .$$

Now take $n=L+1$. The terms with $k<L$ vanish by hypothesis, so only $k=L$ is left. Dividing by $|G|^L$ gives

$$\Big|\frac{F(G)}{G^L}-\frac{(-i)^L}{L!}M_L\Big|\le|G|\,R^{L+1}e^{|G|R}\int_{-R}^{R}|f|\,dx ,$$

and the right-hand side tends to zero with $G$.

**Q:** Fine. My doubt is whether the formal objects are the same ones. What is a charge density in the file?

**A:** It is a function `f : ℝ → ℂ`, of which only the values on the segment matter.

In Lean 4 with Mathlib:

```lean
import Mathlib

open MeasureTheory Filter Topology

namespace AugmentationMultipole

noncomputable section
```

The moment is $M_k$ exactly as above, with no normalising factor.

```lean
/-- The `k`-th multipole moment of the charge density `f` on the segment from `-R` to `R`. -/
def moment (R : ℝ) (f : ℝ → ℂ) (k : ℕ) : ℂ :=
  ∫ x in (-R)..R, (x : ℂ) ^ k * f x
```

The form factor fixes the sign convention $e^{-iGx}$ and has no division by a cell volume. `G` is any real number, not just a reciprocal lattice vector.

```lean
/-- The form factor of the charge density `f` on the segment from `-R` to `R`: its integral against
`exp (-iGx)`. -/
def formFactor (R : ℝ) (f : ℝ → ℂ) (G : ℝ) : ℂ :=
  ∫ x in (-R)..R, Complex.exp (-Complex.I * G * x) * f x
```

**Q:** And how regular must the density be?

**A:** The hypothesis `IntervalIntegrable f volume (-R) R` asks only that $f$ be integrable on the segment, so jumps are allowed, while a point charge is not a density in this sense. The error bound then holds at every `G`, small or large.

In the proof, `hk`, `he` and `hs` establish that each integrand is integrable. The step `key` gathers the form factor and the truncated sum under one integral. Mathlib's `Complex.norm_exp_sub_sum_le_norm_mul_exp` is the series estimate I began with, and the closing `gcongr` replaces $|x|$ by $R$.

```lean
/-- Multipole expansion with error bound: for an integrable density on `[-R, R]`, the form factor
differs from its first `n` multipole terms by at most `(|G| R)^n exp (|G| R) ∫ |f|`. -/
theorem multipole_remainder {R : ℝ} (hR : 0 ≤ R) {f : ℝ → ℂ}
    (hf : IntervalIntegrable f volume (-R) R) (n : ℕ) (G : ℝ) :
    ‖formFactor R f G - ∑ k ∈ Finset.range n,
        (-Complex.I * G) ^ k / (k.factorial : ℂ) * moment R f k‖
      ≤ (|G| * R) ^ n * Real.exp (|G| * R) * ∫ x in (-R)..R, ‖f x‖ := by
  have hk : ∀ k : ℕ, IntervalIntegrable
      (fun x : ℝ => (-Complex.I * G) ^ k / (k.factorial : ℂ) * ((x : ℂ) ^ k * f x))
      volume (-R) R := fun k =>
    (hf.continuousOn_mul (g := fun x : ℝ => (x : ℂ) ^ k)
      (by fun_prop : Continuous fun x : ℝ => (x : ℂ) ^ k).continuousOn).const_mul _
  have he : IntervalIntegrable (fun x : ℝ => Complex.exp (-Complex.I * G * x) * f x)
      volume (-R) R :=
    hf.continuousOn_mul (g := fun x : ℝ => Complex.exp (-Complex.I * G * x))
      (by fun_prop : Continuous fun x : ℝ => Complex.exp (-Complex.I * G * x)).continuousOn
  have hs : IntervalIntegrable (fun x : ℝ => ∑ k ∈ Finset.range n,
      (-Complex.I * G) ^ k / (k.factorial : ℂ) * ((x : ℂ) ^ k * f x)) volume (-R) R := by
    have h := hf.continuousOn_mul (g := fun x : ℝ => ∑ k ∈ Finset.range n,
      (-Complex.I * G) ^ k / (k.factorial : ℂ) * (x : ℂ) ^ k)
      (by fun_prop : Continuous fun x : ℝ => ∑ k ∈ Finset.range n,
        (-Complex.I * G) ^ k / (k.factorial : ℂ) * (x : ℂ) ^ k).continuousOn
    convert h using 2 with x
    rw [Finset.sum_mul]
    exact Finset.sum_congr rfl fun k _ => by ring
  -- collect everything under one integral
  have key : formFactor R f G - ∑ k ∈ Finset.range n,
        (-Complex.I * G) ^ k / (k.factorial : ℂ) * moment R f k
      = ∫ x in (-R)..R, (Complex.exp (-Complex.I * G * x) - ∑ k ∈ Finset.range n,
          (-Complex.I * G * x) ^ k / (k.factorial : ℂ)) * f x := by
    unfold formFactor moment
    simp_rw [← intervalIntegral.integral_const_mul]
    rw [← intervalIntegral.integral_finsetSum (fun k _ => hk k),
      ← intervalIntegral.integral_sub he hs]
    refine intervalIntegral.integral_congr fun x _ => ?_
    simp only [sub_mul, Finset.sum_mul]
    congr 1
    exact Finset.sum_congr rfl fun k _ => by rw [mul_pow _ (x : ℂ)]; ring
  rw [key, ← intervalIntegral.integral_const_mul]
  refine intervalIntegral.norm_integral_le_of_norm_le (by linarith)
    (Eventually.of_forall fun x hx => ?_) (hf.norm.const_mul _)
  -- the Taylor remainder of the plane wave, with |x| ≤ R
  have hx' : |x| ≤ R := abs_le.mpr ⟨hx.1.le, hx.2⟩
  have hn : ‖-Complex.I * (G : ℂ) * (x : ℂ)‖ = |G| * |x| := by
    simp [Complex.norm_real]
  have ht := Complex.norm_exp_sub_sum_le_norm_mul_exp (-Complex.I * G * x) n
  rw [hn] at ht
  rw [norm_mul]
  refine mul_le_mul_of_nonneg_right (ht.trans ?_) (norm_nonneg _)
  gcongr
```

**Q:** How is the limit itself expressed? At $G=0$ your quotient is meaningless for $L>0$.

**A:** The filter `𝓝[≠] 0` describes $G$ approaching zero without being zero, so the quotient is always a genuine one. The hypothesis `hM` says that the moments below order `L` vanish. For $L=0$ it is empty, and the theorem says that $F(G)$ tends to the total charge.

The proof applies the error bound with `L + 1`. `Finset.sum_range_succ` splits off the term of order $L$, and `Finset.sum_eq_zero` removes the others. The identity `hq` puts the difference over the common denominator $G^L$. Finally `squeeze_zero'` traps the error below a bound that is $|G|$ times a factor staying finite as $G\to0$; `hlim` says that this bound tends to zero.

```lean
/-- Multipole small-`G` law: if an integrable density on `[-R, R]` has vanishing moments below
order `L`, then its form factor divided by `G^L` tends to `(-i)^L / L!` times the `L`-th moment
as `G` tends to zero through nonzero values. -/
theorem formFactor_small_G {R : ℝ} (hR : 0 ≤ R) {f : ℝ → ℂ}
    (hf : IntervalIntegrable f volume (-R) R) (L : ℕ) (hM : ∀ k < L, moment R f k = 0) :
    Tendsto (fun G : ℝ => formFactor R f G / (G : ℂ) ^ L) (𝓝[≠] 0)
      (𝓝 ((-Complex.I) ^ L / (L.factorial : ℂ) * moment R f L)) := by
  rw [tendsto_iff_norm_sub_tendsto_zero]
  have hlim : Tendsto (fun G : ℝ => |G| * (R ^ (L + 1) * Real.exp (|G| * R) *
      ∫ x in (-R)..R, ‖f x‖)) (𝓝[≠] 0) (𝓝 0) := by
    have hc : Continuous (fun G : ℝ => |G| * (R ^ (L + 1) * Real.exp (|G| * R) *
      ∫ x in (-R)..R, ‖f x‖)) := by fun_prop
    have h0 := hc.tendsto 0
    simp only [abs_zero, zero_mul] at h0
    exact h0.mono_left nhdsWithin_le_nhds
  refine squeeze_zero' (Eventually.of_forall fun G => norm_nonneg _) ?_ hlim
  filter_upwards [self_mem_nhdsWithin] with G hG
  have hG0 : G ≠ 0 := hG
  have hGc : (G : ℂ) ≠ 0 := Complex.ofReal_ne_zero.mpr hG0
  have hb := multipole_remainder hR hf (L + 1) G
  -- only the term of order L survives
  rw [Finset.sum_range_succ, Finset.sum_eq_zero (fun k hk => by
    rw [hM k (Finset.mem_range.mp hk), mul_zero]), zero_add] at hb
  have hq : formFactor R f G / (G : ℂ) ^ L
        - (-Complex.I) ^ L / (L.factorial : ℂ) * moment R f L
      = (formFactor R f G - (-Complex.I * G) ^ L / (L.factorial : ℂ) * moment R f L)
        / (G : ℂ) ^ L := by
    rw [sub_div, mul_pow]
    congr 1
    rw [eq_div_iff (pow_ne_zero L hGc)]
    ring
  rw [hq, norm_div, norm_pow, Complex.norm_real, Real.norm_eq_abs,
    div_le_iff₀ (pow_pos (abs_pos.mpr hG0) L)]
  refine hb.trans (le_of_eq ?_)
  rw [mul_pow]
  ring
```

**Q:** I would like to see it without your definitions in the way.

**A:** For a density continuous on $[-1,1]$ the same law is stated with the integrals written out. Continuity on a closed interval supplies integrability, and the rest is the case $R=1$.

```lean
/-- The small-`G` law for a density continuous on `[-1, 1]` that integrates to zero against
`x^k` for every `k < L`. -/
theorem small_G_of_continuousOn {f : ℝ → ℂ} (hf : ContinuousOn f (Set.Icc (-1) 1)) (L : ℕ)
    (hM : ∀ k < L, ∫ x in (-1 : ℝ)..1, (x : ℂ) ^ k * f x = 0) :
    Tendsto (fun G : ℝ =>
        (∫ x in (-1 : ℝ)..1, Complex.exp (-Complex.I * G * x) * f x) / (G : ℂ) ^ L)
      (𝓝[≠] 0)
      (𝓝 ((-Complex.I) ^ L / (L.factorial : ℂ) * ∫ x in (-1 : ℝ)..1, (x : ℂ) ^ L * f x)) :=
  formFactor_small_G zero_le_one (hf.intervalIntegrable_of_Icc (by norm_num)) L hM
```

**Q:** Perhaps the vanishing moments are more than you need. Could $F(G)/G^L$ have a finite limit with some lower moment still present?

**A:** No. Suppose $F(G)/G^L\to c$, take $k<L$, and assume that all moments below $k$ are already known to vanish. The law at order $k$ gives $F(G)/G^k\to(-i)^kM_k/k!$. On the other hand,

$$\frac{F(G)}{G^k}=\frac{F(G)}{G^L}\,G^{L-k}\to c\cdot0=0 .$$

Limits are unique, so $M_k=0$. The code runs this as a strong induction: `h1` is the first limit, `h2` the second, and `tendsto_nhds_unique` equates them.

```lean
/-- Converse: if the form factor of an integrable density on `[-R, R]`, divided by `G^L`, has a
finite limit as `G` tends to zero, then all moments below order `L` vanish. -/
theorem moments_vanish_of_tendsto {R : ℝ} (hR : 0 ≤ R) {f : ℝ → ℂ}
    (hf : IntervalIntegrable f volume (-R) R) (L : ℕ) (c : ℂ)
    (hc : Tendsto (fun G : ℝ => formFactor R f G / (G : ℂ) ^ L) (𝓝[≠] 0) (𝓝 c)) :
    ∀ k < L, moment R f k = 0 := by
  intro k
  induction k using Nat.strong_induction_on with
  | _ k ih =>
    intro hkL
    have h1 := formFactor_small_G hR hf k (fun j hj => ih j hj (hj.trans hkL))
    have hp : Tendsto (fun G : ℝ => (G : ℂ) ^ (L - k)) (𝓝[≠] 0) (𝓝 0) := by
      have h0 := (by fun_prop : Continuous fun G : ℝ => (G : ℂ) ^ (L - k)).tendsto 0
      simp only [Complex.ofReal_zero, zero_pow (Nat.sub_ne_zero_of_lt hkL)] at h0
      exact h0.mono_left nhdsWithin_le_nhds
    -- dividing by the lower power G^k leaves a spare factor that tends to zero
    have h2 : Tendsto (fun G : ℝ => formFactor R f G / (G : ℂ) ^ k) (𝓝[≠] 0) (𝓝 0) := by
      have h3 := hc.mul hp
      rw [mul_zero] at h3
      refine h3.congr' ?_
      filter_upwards [self_mem_nhdsWithin] with G hG
      have hGc : (G : ℂ) ≠ 0 := Complex.ofReal_ne_zero.mpr hG
      have hsplit : (G : ℂ) ^ L = (G : ℂ) ^ k * (G : ℂ) ^ (L - k) := by
        rw [← pow_add, Nat.add_sub_cancel' hkL.le]
      rw [hsplit, div_mul_eq_mul_div, mul_div_mul_right _ _ (pow_ne_zero _ hGc)]
    have hz := tendsto_nhds_unique h1 h2
    exact (mul_eq_zero.mp hz).resolve_left (div_ne_zero
      (pow_ne_zero _ (neg_ne_zero.mpr Complex.I_ne_zero))
      (Nat.cast_ne_zero.mpr k.factorial_ne_zero))
```

**Q:** Now the replacement I asked about at the start.

**A:** Let $f$ be the original density and $g$ the smooth one, with equal moments for all $k\le L$. The moments of $f-g$ vanish up to and including order $L$, so the law gives the limit $0$ for the difference of form factors divided by $G^L$. In the proof, `hlin` is linearity of the integral for a continuous weight. It is used once with the weight $x^k$ and once with the plane wave.

```lean
/-- Pseudization: if two integrable densities on `[-R, R]` have equal moments up to and including
order `L`, the difference of their form factors vanishes faster than `G^L` as `G` tends to zero. -/
theorem pseudized_formFactor {R : ℝ} (hR : 0 ≤ R) {f g : ℝ → ℂ}
    (hf : IntervalIntegrable f volume (-R) R) (hg : IntervalIntegrable g volume (-R) R)
    (L : ℕ) (hM : ∀ k ≤ L, moment R f k = moment R g k) :
    Tendsto (fun G : ℝ => (formFactor R f G - formFactor R g G) / (G : ℂ) ^ L)
      (𝓝[≠] 0) (𝓝 0) := by
  -- integration against a continuous weight is linear in the density
  have hlin : ∀ w : ℝ → ℂ, Continuous w → ∫ x in (-R)..R, w x * (f x - g x)
      = (∫ x in (-R)..R, w x * f x) - ∫ x in (-R)..R, w x * g x := by
    intro w hw
    rw [← intervalIntegral.integral_sub (hf.continuousOn_mul hw.continuousOn)
      (hg.continuousOn_mul hw.continuousOn)]
    simp only [mul_sub]
  have hm : ∀ k ≤ L, moment R (fun x => f x - g x) k = 0 := fun k hk =>
    (hlin (fun x => (x : ℂ) ^ k) (by fun_prop)).trans (sub_eq_zero.mpr (hM k hk))
  have h := formFactor_small_G hR (hf.sub hg) L (fun k hk => hm k hk.le)
  have hL : moment R (f - g) L = 0 := hm L le_rfl
  have hF : ∀ G : ℝ, formFactor R (f - g) G = formFactor R f G - formFactor R g G :=
    fun G => hlin (fun x => Complex.exp (-Complex.I * G * x)) (by fun_prop)
  change Tendsto (fun G : ℝ => formFactor R (f - g) G / (G : ℂ) ^ L) _
    (𝓝 (_ * moment R (f - g) L)) at h
  rw [hL, mul_zero] at h
  simpa only [hF] using h
```

**Q:** A real code doesn't match all moments up to $L$. It matches one per angular momentum.

**A:** It works in three dimensions with the angular parts separated, and such matching aims only at the leading order in each part. In one common scheme there is, for each pair of projectors $i,j$ and each angular momentum $l$, a radial function $Q^l_{ij}(r)$. Inside an inner radius it is replaced by $r^l$ times a polynomial in $r^2$. The coefficients are chosen to join smoothly at that radius and to preserve $\int r^{l+2}Q^l_{ij}(r)\,dr$. The new function is transformed with the spherical Bessel function $j_l(Gr)$, combined with spherical harmonics and the atomic phase factor, weighted by the projections of the occupied states, and added to the smooth density at each $G$ of the dense grid.

For small argument $j_l(Gr)\approx(Gr)^l/(2l+1)!!$, so the single preserved integral fixes the leading coefficient of that angular component. The theorem above asks for more, namely that the whole difference be smaller than $G^L$, and for that all moments up to $L$ have to agree. For $L\ge2$, one integral per $l$ would not secure this in three dimensions either: the $l=0$ part can still differ at order $G^2$, where $\int r^4Q^0_{ij}(r)\,dr$ enters. The theorems above do reach three dimensions, one direction at a time: integrating the density over the planes perpendicular to the wave vector gives a density on a segment with the same form factor along that direction. The file does not carry out this step.

**Q:** Give me one density with numbers.

**A:** Take $f(x)=3x^2-1$ on $[-1,1]$, positive at the ends and negative in the middle. Its charge is $M_0=2-2=0$, and its dipole $M_1$ vanishes because the integrand is odd. The next moment is

$$M_2=3\cdot\tfrac25-\tfrac23=\tfrac{8}{15},\qquad\text{so}\qquad\frac{F(G)}{G^2}\to\frac{(-i)^2}{2}\cdot\frac{8}{15}=-\frac{4}{15}\approx-0.2667 .$$

To see how close a finite $G$ comes, add the next term. With $M_4=3\cdot\tfrac27-\tfrac25=\tfrac{16}{35}$, the expansion continues as

$$\frac{F(G)}{G^2}=-\frac{4}{15}+\frac{2G^2}{105}-\dots$$

At $G=0.5$ these two terms give $-0.2667+0.0048=-0.2619$, within two per cent of the limit.

The file proves the two vanishing moments and the limit $-4/15$. There `hm` is a closed formula for every moment of this density, `h0`, `h1` and `h2` evaluate it at orders 0, 1 and 2, and `interval_cases k` passes the first two to the general law.

```lean
/-- The density `3x² - 1` on `[-1, 1]` has zero charge and zero dipole, and its form factor
divided by `G²` tends to `-4/15` as `G` tends to zero. -/
theorem quadrupole_example :
    moment 1 (fun x => 3 * (x : ℂ) ^ 2 - 1) 0 = 0 ∧
    moment 1 (fun x => 3 * (x : ℂ) ^ 2 - 1) 1 = 0 ∧
    Tendsto (fun G : ℝ => formFactor 1 (fun x => 3 * (x : ℂ) ^ 2 - 1) G / (G : ℂ) ^ 2)
      (𝓝[≠] 0) (𝓝 (-4 / 15)) := by
  have hm : ∀ k : ℕ, moment 1 (fun x => 3 * (x : ℂ) ^ 2 - 1) k
      = ((3 * ((1 - (-1) ^ (k + 2 + 1)) / ((k + 2 : ℕ) + 1))
        - (1 - (-1) ^ (k + 1)) / (k + 1) : ℝ) : ℂ) := by
    intro k
    have hr : ∫ x in (-1 : ℝ)..1, (3 * x ^ (k + 2) - x ^ k)
        = 3 * ((1 - (-1) ^ (k + 2 + 1)) / ((k + 2 : ℕ) + 1))
          - (1 - (-1) ^ (k + 1)) / (k + 1) := by
      rw [intervalIntegral.integral_sub
        ((by fun_prop : Continuous fun x : ℝ => 3 * x ^ (k + 2)).intervalIntegrable _ _)
        ((by fun_prop : Continuous fun x : ℝ => x ^ k).intervalIntegrable _ _),
        intervalIntegral.integral_const_mul, integral_pow, integral_pow, one_pow, one_pow]
    rw [← hr, ← intervalIntegral.integral_ofReal]
    refine intervalIntegral.integral_congr fun x _ => ?_
    push_cast
    ring
  have h0 : moment 1 (fun x => 3 * (x : ℂ) ^ 2 - 1) 0 = 0 := by rw [hm]; norm_num
  have h1 : moment 1 (fun x => 3 * (x : ℂ) ^ 2 - 1) 1 = 0 := by rw [hm]; norm_num
  have h2 : moment 1 (fun x => 3 * (x : ℂ) ^ 2 - 1) 2 = 8 / 15 := by rw [hm]; norm_num
  refine ⟨h0, h1, ?_⟩
  have h := formFactor_small_G zero_le_one
    ((by fun_prop : Continuous fun x : ℝ => 3 * (x : ℂ) ^ 2 - 1).intervalIntegrable _ _) 2
    (fun k hk => by
      interval_cases k
      · exact h0
      · exact h1)
  rw [h2] at h
  convert h using 2
  rw [neg_sq, Complex.I_sq]
  norm_num [Nat.factorial]

end

end AugmentationMultipole
```

```lean
#print axioms AugmentationMultipole.formFactor_small_G
-- 'AugmentationMultipole.formFactor_small_G' depends on axioms: [propext, Classical.choice, Quot.sound]
#print axioms AugmentationMultipole.small_G_of_continuousOn
-- 'AugmentationMultipole.small_G_of_continuousOn' depends on axioms: [propext, Classical.choice, Quot.sound]
#print axioms AugmentationMultipole.pseudized_formFactor
-- 'AugmentationMultipole.pseudized_formFactor' depends on axioms: [propext, Classical.choice, Quot.sound]
#print axioms AugmentationMultipole.quadrupole_example
-- 'AugmentationMultipole.quadrupole_example' depends on axioms: [propext, Classical.choice, Quot.sound]
```
